# Suitably phased superpositions of M coherent states on a circle contain only number states congruent to n modulo M

The lemma `circleState_hasSum_mod` concerns one bosonic mode in the Bargmann representation, where an unnormalised coherent state of amplitude α is the function exp(αz). For nonzero M, it takes M such states with amplitudes r exp(2πik/M), where r may be complex, and adds them with weights exp(−2πikn/M)/M, without normalising the result. It states that the series of terms (rz)^j/j!, restricted to j ≡ n modulo M, converges to this superposition at every complex z. The attempt expands each exponential in its power series, adds the M series term by term, and uses the phase average `phase_average` to remove the other levels.

An attempt in Lean 4 with a fault in it:

```lean
import Mathlib

open Filter Topology Finset
open scoped Real Nat

namespace CoherentCircle

noncomputable section

/-- Bargmann function of the superposition of `M` unnormalised coherent states placed evenly on a
circle, with amplitudes `r exp(2πik/M)` and weights `exp(-2πikn/M)/M`. -/
def circleState (M n : ℕ) (r z : ℂ) : ℂ :=
  1 / (M : ℂ) * ∑ k ∈ range M, Complex.exp (-(2 * π * Complex.I * k * n / M)) *
    Complex.exp (r * z * Complex.exp (2 * π * Complex.I * k / M))

/-- Averaging the phases over the circle keeps level `j` if `j ≡ n` modulo `M` and removes it
otherwise. -/
theorem phase_average {M : ℕ} (hM : M ≠ 0) (n j : ℕ) :
    1 / (M : ℂ) * ∑ k ∈ range M, Complex.exp (-(2 * π * Complex.I * k * n / M)) *
      Complex.exp (2 * π * Complex.I * k / M) ^ j = if j ≡ n [MOD M] then 1 else 0 := by
  have hζ := Complex.isPrimitiveRoot_exp M hM
  have hM' : (M : ℂ) ≠ 0 := Nat.cast_ne_zero.mpr hM
  -- each summand is a power of one M-th root of unity
  have hterm : ∀ k ∈ range M, Complex.exp (-(2 * π * Complex.I * k * n / M)) *
      Complex.exp (2 * π * Complex.I * k / M) ^ j =
      (Complex.exp (2 * π * Complex.I / M) ^ ((j : ℤ) - n)) ^ k := by
    intro k _
    rw [← Complex.exp_int_mul, ← Complex.exp_nat_mul, ← Complex.exp_nat_mul,
      ← Complex.exp_add]
    congr 1
    push_cast
    ring
  rw [Finset.sum_congr rfl hterm]
  have hiff : Complex.exp (2 * π * Complex.I / M) ^ ((j : ℤ) - n) = 1 ↔ j ≡ n [MOD M] := by
    rw [hζ.zpow_eq_one_iff_dvd, ← Nat.modEq_iff_dvd]
    exact ⟨fun h => h.symm, fun h => h.symm⟩
  have hpow : (Complex.exp (2 * π * Complex.I / M) ^ ((j : ℤ) - n)) ^ M = 1 := by
    rw [← zpow_natCast, ← zpow_mul]
    exact (hζ.zpow_eq_one_iff_dvd _).2 (dvd_mul_left _ _)
  by_cases h : j ≡ n [MOD M]
  · rw [if_pos h, hiff.2 h]
    simp [hM']
  · rw [if_neg h, geom_sum_eq (fun h' => h (hiff.1 h')), hpow]
    simp

/-- The Bargmann function of the circle superposition is the exponential series restricted to
the levels `j ≡ n` modulo `M`. -/
theorem circleState_hasSum_mod {M : ℕ} (hM : M ≠ 0) (n : ℕ) (r z : ℂ) :
    HasSum (fun j : ℕ => if j ≡ n [MOD M] then (r * z) ^ j / (j ! : ℂ) else 0)
      (circleState M n r z) := by
  have hexp : ∀ x : ℂ, HasSum (fun j : ℕ => x ^ j / (j ! : ℂ)) (Complex.exp x) := by
    intro x
    rw [Complex.exp_eq_exp_ℂ]
    first
      | exact NormedSpace.expSeries_div_hasSum_exp x
      | exact NormedSpace.expSeries_div_hasSum_exp ℂ x
  -- expand every coherent state and sum over the circle term by term
  have h := (hasSum_sum (s := range M) fun k _ =>
    (hexp (r * z * Complex.exp (2 * π * Complex.I * k / M))).mul_left
      (Complex.exp (-(2 * π * Complex.I * k * n / M)))).mul_left (1 / (M : ℂ))
  unfold circleState
  convert h using 1
  funext j
  have hj := congrArg (· * ((r * z) ^ j / (j ! : ℂ))) (phase_average hM n j)
  simp only [ite_mul, one_mul, zero_mul] at hj
  rw [← hj]
  simp only [Finset.mul_sum, Finset.sum_mul]
  refine Finset.sum_congr rfl fun k _ => ?_
  ring

end

end CoherentCircle
```

Messages:

```
Main.lean:63:2: error: Tactic `apply` failed: could not unify the conclusion of `@funext`
  ?f = ?g
with the goal
  Complex.instAddCommMonoid =
    Complex.instNonUnitalCommRing.toNonUnitalNonAssocCommRing.toNonUnitalNonAssocSemiring.toAddCommMonoid

Note: The full type of `@funext` is
  ∀ {α : Sort ?u.96} {β : α → Sort ?u.95} {f g : (x : α) → β x}, (∀ (x : α), f x = g x) → f = g

case e'_3
M : ℕ
hM : M ≠ 0
n : ℕ
r z : ℂ
hexp : ∀ (x : ℂ), HasSum (fun j => x ^ j / ↑j !) (Complex.exp x)
h :
  HasSum
    (fun i =>
      1 / ↑M *
        ∑ i_1 ∈ range M,
          Complex.exp (-(2 * ↑π * Complex.I * ↑i_1 * ↑n / ↑M)) *
            ((r * z * Complex.exp (2 * ↑π * Complex.I * ↑i_1 / ↑M)) ^ i / ↑i !))
    (1 / ↑M *
      ∑ i ∈ range M,
        Complex.exp (-(2 * ↑π * Complex.I * ↑i * ↑n / ↑M)) *
          Complex.exp (r * z * Complex.exp (2 * ↑π * Complex.I * ↑i / ↑M)))
⊢ Complex.instAddCommMonoid =
    Complex.instNonUnitalCommRing.toNonUnitalNonAssocCommRing.toNonUnitalNonAssocSemiring.toAddCommMonoid
```

What went wrong. The error is reported at `funext j`, but its origin is the line before, `convert h using 1`. That tactic compares the goal with `h` argument by argument, and one argument of `HasSum` is the additive commutative monoid structure on ℂ. The goal and `h` reach this structure by different instance paths, and `convert` left their equality as a goal. `funext` proves equalities of functions, so it could not apply to this equality of structures.

The repair uses `suffices` to name the equality that is really needed, between the restricted series' terms and those in `h`. Given that equality, `rw [hfun]` puts the terms in the form found in `h`, and `exact h` closes the goal, since Lean accepts the two instances as equal by definition. What remains to prove is the equality of functions itself, so `funext j` now applies and the rest of the proof is unchanged.

Replacing the `first` block with its first alternative is mere tidying.

The mended proof, as a diff:

```diff
@@ -52,7 +52,5 @@
     intro x
     rw [Complex.exp_eq_exp_ℂ]
-    first
-      | exact NormedSpace.expSeries_div_hasSum_exp x
-      | exact NormedSpace.expSeries_div_hasSum_exp ℂ x
+    exact NormedSpace.expSeries_div_hasSum_exp x
   -- expand every coherent state and sum over the circle term by term
   have h := (hasSum_sum (s := range M) fun k _ =>
@@ -60,5 +58,10 @@
       (Complex.exp (-(2 * π * Complex.I * k * n / M)))).mul_left (1 / (M : ℂ))
   unfold circleState
-  convert h using 1
+  suffices hfun : (fun j : ℕ => if j ≡ n [MOD M] then (r * z) ^ j / (j ! : ℂ) else 0) =
+      fun j : ℕ => 1 / (M : ℂ) * ∑ k ∈ range M,
+        Complex.exp (-(2 * π * Complex.I * k * n / M)) *
+          ((r * z * Complex.exp (2 * π * Complex.I * k / M)) ^ j / (j ! : ℂ)) by
+    rw [hfun]
+    exact h
   funext j
   have hj := congrArg (· * ((r * z) ^ j / (j ! : ℂ))) (phase_average hM n j)
```
